# On a finite tree with zero site energies, unit hopping and at most K ≥ 1 children per site, every eigenvalue satisfies |E| < 2√K

## An energy window before diagonalisation

A Chebyshev expansion of a density of states begins by shifting and scaling the Hamiltonian so that its spectrum fits into the interval from −1 to 1. A two-sided bound on the eigenvalues, found without diagonalisation, is enough to choose the shift and the scale. For a non-interacting tight-binding model on a finite tree, with one orbital per site in an orthonormal basis, equal site energies and equal hoppings, counting children gives such a bound.

Choose one site as the root. Every other site has one parent, its neighbour on the way to the root, and its remaining neighbours are its children. Let no site have more than K children, where K ≥ 1. With site energy ε and hopping t ≠ 0, all levels then lie strictly within 2√K |t| of ε. Below, ε = 0 and t = 1, so the Hamiltonian is the adjacency matrix A.

The numbers ±2√K are the band edges of the infinite Bethe lattice with K + 1 neighbours per site. A finite piece of that lattice meets the condition on children if it is rooted at a boundary site; a central root could have K + 1 children. The step from finite trees to the spectrum of the infinite lattice needs a separate limiting argument.

## The energy as a sum over bonds

Number the sites 0, …, n, with the root at 0 and each parent p(i) < i for i > 0. Let ψ(i) be real amplitudes. The matrix collects the amplitudes of the neighbours:

(Aψ)(i) = ψ(p(i)) + Σ_{j child of i} ψ(j),

where the first term is absent for i = 0. Multiply by ψ(i) and sum over i. Each bond appears once from its child and once from its parent, so

Q = Σ_i ψ(i)(Aψ)(i) = 2 Σ_{i>0} ψ(i)ψ(p(i)).

Write N = Σ_i ψ(i)². The energy expectation value of a nonzero state is Q/N, since ψ need not be normalised.

## Completing squares on the bonds

Let σ be +1 or −1; it is a sign, not a spin. Define

S = Σ_{i>0} (√K ψ(i) − σψ(p(i)))².

Expanding the squares gives

S = K Σ_{i>0} ψ(i)² + Σ_{i>0} ψ(p(i))² − 2σ√K Σ_{i>0} ψ(i)ψ(p(i)).

The first term is K(N − ψ(0)²). In the second, each site occurs once for each of its children, hence at most K times, so the term is at most KN. The third is −σ√K Q. Together,

Kψ(0)² + S ≤ 2KN − σ√K Q = √K (2√K N − σQ).

## Why the inequality is strict

Suppose Aψ = Eψ with ψ ≠ 0. Then Q = EN, and

Kψ(0)² + S ≤ √K N (2√K − σE).

If σE ≥ 2√K, the right side is at most zero while both terms on the left are nonnegative. Both therefore vanish. Thus ψ(0) = 0, and every bond satisfies

√K ψ(i) = σψ(p(i)).

A zero at the parent forces a zero at the child. Going outward from the root gives ψ = 0, a contradiction. Hence σE < 2√K for both signs, which is |E| < 2√K.

For K = 0 only an isolated site remains. Its eigenvalue is 0, and the strict inequality fails.

## The open chain approaches the bound for K = 1

In an open chain rooted at one end, every site has at most one child. Set θ = π/(n + 2) and ψ(j) = sin((j + 1)θ). The identity

sin(jθ) + sin((j + 2)θ) = 2 cos θ sin((j + 1)θ)

is the eigenvalue equation with E = 2 cos θ. It also holds at the ends, because the missing neighbours would have amplitudes sin 0 = 0 and sin π = 0. The state is nonzero since ψ(0) = sin θ > 0; the factor √(2/(n + 2)) normalises it.

From cos θ ≥ 1 − θ²/2 follows E ≥ 2 − θ². Given c < 2, choose n > π²/(2 − c). Then π² < n(2 − c) ≤ (n + 2)²(2 − c), so θ² < 2 − c and E > c. For K = 1, no constant below 2 bounds all chains.

## Trees and eigenvectors in Lean

The sites are the elements of `Fin (n + 1)`, and `p` is the parent map. Lean requires a value of `p` at the root too, but `children` and `hop` ignore it. The hypothesis `hp` says that parents precede their children, which makes the graph a connected tree; any finite rooted tree can be numbered this way. The condition `(children p i).card ≤ K` limits the number of children, not the number of neighbours.

The real matrix `hop p` is A. An eigenvalue is a real `E` with a nonzero real vector `ψ` satisfying `hop p *ᵥ ψ = E • ψ`. Real vectors suffice because A is real and symmetric. The conclusion of `abs_eigenvalue_lt` is the strict bound for every such `E`.

`chain_sharp` states that for every `c < 2` there is a chain with an eigenvalue above `c`, with `chainState n` as its eigenvector. Sharpness is shown for K = 1 only. Closed loops, varying site energies or hoppings, and interactions lie beyond the model.

```lean
import Mathlib

open Matrix

namespace BetheLatticeBound

noncomputable section

variable {n : ℕ}

/-- The children of site `i`: the sites other than the root `0` whose parent is `i`. -/
def children (p : Fin (n + 1) → Fin (n + 1)) (i : Fin (n + 1)) : Finset (Fin (n + 1)) :=
  Finset.univ.filter (fun j => j ≠ 0 ∧ p j = i)

/-- The adjacency matrix: unit hopping between every site other than the root and its parent. -/
def hop (p : Fin (n + 1) → Fin (n + 1)) : Matrix (Fin (n + 1)) (Fin (n + 1)) ℝ :=
  Matrix.of fun i j => if (i ≠ 0 ∧ p i = j) ∨ (j ≠ 0 ∧ p j = i) then 1 else 0

/-- Summing over all sites and their children is the same as summing over all sites other than the
root, each paired with its parent. -/
theorem sum_children (p : Fin (n + 1) → Fin (n + 1)) (g : Fin (n + 1) → Fin (n + 1) → ℝ) :
    ∑ i, ∑ j ∈ children p i, g i j = ∑ j with j ≠ 0, g (p j) j := by
  simp only [children, Finset.sum_filter]
  rw [Finset.sum_comm]
  apply Finset.sum_congr rfl
  intro j _
  by_cases hj : j = 0 <;> simp [hj]

/-- Tight-binding equation: if parents precede their children, the hopping matrix collects at
each site the amplitude of the parent (absent for the root) and those of the children. -/
theorem hop_mulVec (p : Fin (n + 1) → Fin (n + 1)) (hp : ∀ i, i ≠ 0 → p i < i)
    (ψ : Fin (n + 1) → ℝ) (i : Fin (n + 1)) :
    (hop p *ᵥ ψ) i = (if i ≠ 0 then ψ (p i) else 0) + ∑ j ∈ children p i, ψ j := by
  have split : ∀ j, hop p i j * ψ j =
      (if i ≠ 0 ∧ p i = j then ψ j else 0) + (if j ≠ 0 ∧ p j = i then ψ j else 0) := by
    intro j
    simp only [hop, Matrix.of_apply]
    by_cases h1 : i ≠ 0 ∧ p i = j
    · -- two sites cannot be each other's parent
      have h2 : ¬ (j ≠ 0 ∧ p j = i) := by
        intro h2
        have a := hp i h1.1
        have b := hp j h2.1
        rw [h1.2] at a
        rw [h2.2] at b
        exact lt_asymm a b
      rw [if_pos (Or.inl h1), if_pos h1, if_neg h2, one_mul, add_zero]
    · by_cases h2 : j ≠ 0 ∧ p j = i
      · rw [if_pos (Or.inr h2), if_neg h1, if_pos h2, one_mul, zero_add]
      · rw [if_neg (not_or.2 ⟨h1, h2⟩), if_neg h1, if_neg h2, zero_mul, add_zero]
  simp only [Matrix.mulVec, dotProduct, split, Finset.sum_add_distrib]
  congr 1
  · by_cases hi : i = 0 <;> simp [hi]
  · exact (Finset.sum_filter _ _).symm

/-- If parents precede their children, the hopping energy is twice the sum over bonds of the
product of the two amplitudes. -/
theorem hopping_energy (p : Fin (n + 1) → Fin (n + 1)) (hp : ∀ i, i ≠ 0 → p i < i)
    (ψ : Fin (n + 1) → ℝ) :
    ψ ⬝ᵥ (hop p *ᵥ ψ) = 2 * ∑ i with i ≠ 0, ψ i * ψ (p i) := by
  have h : ∑ i, ∑ j ∈ children p i, ψ i * ψ j = ∑ j with j ≠ 0, ψ (p j) * ψ j :=
    sum_children p (fun i j => ψ i * ψ j)
  have key : ∀ i, ψ i * (hop p *ᵥ ψ) i =
      (if i ≠ 0 then ψ i * ψ (p i) else 0) + ∑ j ∈ children p i, ψ i * ψ j := by
    intro i
    rw [hop_mulVec p hp, mul_add, Finset.mul_sum, mul_ite, mul_zero]
  simp only [dotProduct, key, Finset.sum_add_distrib]
  rw [h, ← Finset.sum_filter, two_mul]
  congr 1
  exact Finset.sum_congr rfl (fun j _ => mul_comm _ _)

/-- If parents precede their children and no site has more than `K` children, then for either sign
`σ` the sum of `K * ψ 0 ^ 2` and the squared bond mismatches is at most `√K` times the difference
between `2√K ∑ ψ i ^ 2` and `σ` times the hopping energy. -/
theorem bond_inequality (p : Fin (n + 1) → Fin (n + 1)) (hp : ∀ i, i ≠ 0 → p i < i)
    (K : ℕ) (hK : ∀ i, (children p i).card ≤ K) (ψ : Fin (n + 1) → ℝ)
    (σ : ℝ) (hσ : σ ^ 2 = 1) :
    K * ψ 0 ^ 2 + ∑ i with i ≠ 0, (Real.sqrt K * ψ i - σ * ψ (p i)) ^ 2 ≤
      Real.sqrt K * (2 * Real.sqrt K * ∑ i, ψ i ^ 2 - σ * (ψ ⬝ᵥ (hop p *ᵥ ψ))) := by
  have hs : Real.sqrt K * Real.sqrt K = K := Real.mul_self_sqrt (Nat.cast_nonneg K)
  have h1 : ψ 0 ^ 2 + ∑ i with i ≠ 0, ψ i ^ 2 = ∑ i, ψ i ^ 2 := by
    rw [Finset.filter_ne']
    exact Finset.add_sum_erase _ (fun i => ψ i ^ 2) (Finset.mem_univ 0)
  -- each site occurs as a parent at most K times
  have h2 : ∑ i with i ≠ 0, ψ (p i) ^ 2 ≤ K * ∑ i, ψ i ^ 2 := by
    have h := sum_children p (fun i _ => ψ i ^ 2)
    simp only [Finset.sum_const, nsmul_eq_mul] at h
    rw [← h, Finset.mul_sum]
    apply Finset.sum_le_sum
    intro i _
    exact mul_le_mul_of_nonneg_right (by exact_mod_cast hK i) (sq_nonneg _)
  have h4 : ∑ i with i ≠ 0, (Real.sqrt K * ψ i - σ * ψ (p i)) ^ 2 =
      K * ∑ i with i ≠ 0, ψ i ^ 2 + ∑ i with i ≠ 0, ψ (p i) ^ 2
        - 2 * σ * Real.sqrt K * ∑ i with i ≠ 0, ψ i * ψ (p i) := by
    rw [Finset.mul_sum, Finset.mul_sum, ← Finset.sum_add_distrib, ← Finset.sum_sub_distrib]
    apply Finset.sum_congr rfl
    intro i _
    linear_combination ψ i ^ 2 * hs + ψ (p i) ^ 2 * hσ
  rw [hopping_energy p hp, h4]
  linear_combination h2 + (K : ℝ) * h1 - 2 * (∑ i, ψ i ^ 2) * hs

/-- On a finite tree, numbered so that parents precede their children, whose sites have at most
`K ≥ 1` children each, every eigenvalue of the adjacency matrix lies strictly between `-2√K` and
`2√K`. -/
theorem abs_eigenvalue_lt (p : Fin (n + 1) → Fin (n + 1)) (hp : ∀ i, i ≠ 0 → p i < i)
    (K : ℕ) (hK1 : 1 ≤ K) (hK : ∀ i, (children p i).card ≤ K)
    (E : ℝ) (ψ : Fin (n + 1) → ℝ) (hψ : ψ ≠ 0) (hE : hop p *ᵥ ψ = E • ψ) :
    |E| < 2 * Real.sqrt K := by
  have hK1' : (1 : ℝ) ≤ K := by exact_mod_cast hK1
  have hs : 0 < Real.sqrt K := Real.sqrt_pos.2 (by linarith)
  have key : ∀ σ : ℝ, σ ^ 2 = 1 → σ * E < 2 * Real.sqrt K := by
    intro σ hσ
    by_contra hlt
    have hc := not_lt.1 hlt
    have b := bond_inequality p hp K hK ψ σ hσ
    have hN : ψ ⬝ᵥ ψ = ∑ i, ψ i ^ 2 := by simp only [dotProduct, sq]
    rw [hE, dotProduct_smul, smul_eq_mul, hN] at b
    have hNn : 0 ≤ ∑ i, ψ i ^ 2 := Finset.sum_nonneg (fun i _ => sq_nonneg _)
    have hS : 0 ≤ ∑ i with i ≠ 0, (Real.sqrt K * ψ i - σ * ψ (p i)) ^ 2 :=
      Finset.sum_nonneg (fun i _ => sq_nonneg _)
    have hr := mul_nonneg hs.le (mul_nonneg hNn (sub_nonneg.2 hc))
    have hq := mul_nonneg (sub_nonneg.2 hK1') (sq_nonneg (ψ 0))
    have hq0 := sq_nonneg (ψ 0)
    -- the root amplitude and all bond mismatches vanish
    have h0 : ψ 0 ^ 2 = 0 := le_antisymm (by linarith) hq0
    have hsum : ∑ i with i ≠ 0, (Real.sqrt K * ψ i - σ * ψ (p i)) ^ 2 = 0 :=
      le_antisymm (by linarith) hS
    have hz := (Finset.sum_eq_zero_iff_of_nonneg (fun i _ => sq_nonneg _)).1 hsum
    -- the zero spreads from the root to every site
    have hall : ∀ m : ℕ, ∀ i : Fin (n + 1), i.val = m → ψ i = 0 := by
      intro m
      induction m using Nat.strong_induction_on with
      | _ m ih =>
        intro i hi
        by_cases h : i = 0
        · rw [h]
          exact pow_eq_zero_iff two_ne_zero |>.1 h0
        · have hlt' : (p i).val < m := by
            rw [← hi]
            exact hp i h
          have hpi := ih (p i).val hlt' (p i) rfl
          have h1 := hz i (by simp [h])
          rw [hpi, mul_zero, sub_zero] at h1
          have h2 := pow_eq_zero_iff two_ne_zero |>.1 h1
          exact (mul_eq_zero.1 h2).resolve_left hs.ne'
    exact hψ (funext fun i => hall i.val i rfl)
  have hplus := key 1 (by norm_num)
  have hminus := key (-1) (by norm_num)
  exact abs_lt.2 ⟨by linarith, by linarith⟩

/-- The open chain: the parent of a site `i > 0` is its left neighbour `i - 1`. -/
def chainParent (n : ℕ) (i : Fin (n + 1)) : Fin (n + 1) :=
  ⟨i.val - 1, by have := i.isLt; omega⟩

/-- The standing wave `sin ((j + 1) π / (n + 2))` on the open chain. -/
def chainState (n : ℕ) (j : Fin (n + 1)) : ℝ :=
  Real.sin (((j.val : ℝ) + 1) * (Real.pi / (n + 2)))

/-- In the open chain parents precede their children, and every site has at most one child. -/
theorem chain_witness (n : ℕ) : (∀ i, i ≠ 0 → chainParent n i < i) ∧
    ∀ i, (children (chainParent n) i).card ≤ 1 := by
  constructor
  · intro i h
    have h' : i.val ≠ 0 := fun e => h (Fin.ext (by rw [Fin.val_zero]; exact e))
    show i.val - 1 < i.val
    omega
  · intro i
    refine Finset.card_le_one.2 fun a ha b hb => ?_
    simp only [children, Finset.mem_filter, Finset.mem_univ, true_and, chainParent,
      Fin.ext_iff, Fin.val_zero, ne_eq] at ha hb
    apply Fin.ext
    omega

/-- The standing wave is a nonzero eigenvector of the open chain of `n + 1` sites, with
eigenvalue `2 cos (π / (n + 2))`. -/
theorem chain_eigenvector (n : ℕ) : chainState n ≠ 0 ∧
    hop (chainParent n) *ᵥ chainState n =
      (2 * Real.cos (Real.pi / (n + 2))) • chainState n := by
  constructor
  · intro h
    have h0 := congrFun h 0
    simp only [chainState, Fin.val_zero, Nat.cast_zero, zero_add, one_mul,
      Pi.zero_apply] at h0
    have hn : (0 : ℝ) ≤ n := Nat.cast_nonneg n
    have hpos : 0 < Real.sin (Real.pi / (n + 2)) :=
      Real.sin_pos_of_pos_of_lt_pi (div_pos Real.pi_pos (by linarith))
        (div_lt_self Real.pi_pos (by linarith))
    linarith
  · ext i
    rw [hop_mulVec _ (chain_witness n).1]
    have hA : (if i ≠ 0 then chainState n (chainParent n i) else 0) =
        Real.sin ((i.val : ℝ) * (Real.pi / (n + 2))) := by
      by_cases h : i = 0
      · subst h
        simp
      · have h' : i.val ≠ 0 := fun e => h (Fin.ext (by rw [Fin.val_zero]; exact e))
        have hc : ((i.val - 1 : ℕ) : ℝ) + 1 = i.val := by
          exact_mod_cast Nat.sub_add_cancel (Nat.pos_of_ne_zero h')
        rw [if_pos h]
        show Real.sin ((((i.val - 1 : ℕ) : ℝ) + 1) * (Real.pi / (n + 2))) = _
        rw [hc]
    have hB : ∑ j ∈ children (chainParent n) i, chainState n j =
        Real.sin (((i.val : ℝ) + 2) * (Real.pi / (n + 2))) := by
      by_cases h : i.val + 1 < n + 1
      · have hset : children (chainParent n) i = {⟨i.val + 1, h⟩} := by
          ext j
          simp only [children, Finset.mem_filter, Finset.mem_univ, true_and, chainParent,
            Finset.mem_singleton, Fin.ext_iff, Fin.val_zero, ne_eq]
          omega
        rw [hset, Finset.sum_singleton]
        simp only [chainState]
        congr 1
        push_cast
        ring
      · -- beyond the last site the standing wave has a node
        have hi : i.val = n := by have := i.isLt; omega
        have hset : children (chainParent n) i = ∅ := by
          ext j
          have hj := j.isLt
          simp only [children, Finset.mem_filter, Finset.mem_univ, true_and, chainParent,
            Finset.notMem_empty, iff_false, Fin.ext_iff, Fin.val_zero, ne_eq]
          omega
        have hpi : ((n : ℝ) + 2) * (Real.pi / (n + 2)) = Real.pi :=
          mul_div_cancel₀ _ (by positivity)
        rw [hset, Finset.sum_empty, hi, hpi, Real.sin_pi]
    rw [hA, hB, Pi.smul_apply, smul_eq_mul]
    simp only [chainState]
    have e1 : (i.val : ℝ) * (Real.pi / (n + 2)) =
        ((i.val : ℝ) + 1) * (Real.pi / (n + 2)) - Real.pi / (n + 2) := by ring
    have e2 : ((i.val : ℝ) + 2) * (Real.pi / (n + 2)) =
        ((i.val : ℝ) + 1) * (Real.pi / (n + 2)) + Real.pi / (n + 2) := by ring
    rw [e1, e2, Real.sin_sub, Real.sin_add]
    ring

/-- Sharpness for `K = 1`: for every `c < 2` some open chain has an eigenvalue above `c`. -/
theorem chain_sharp (c : ℝ) (hc : c < 2) : ∃ n : ℕ, ∃ E : ℝ, c < E ∧
    chainState n ≠ 0 ∧ hop (chainParent n) *ᵥ chainState n = E • chainState n := by
  have hd : 0 < 2 - c := by linarith
  obtain ⟨n, hn⟩ := exists_nat_gt (Real.pi ^ 2 / (2 - c))
  refine ⟨n, 2 * Real.cos (Real.pi / (n + 2)), ?_, chain_eigenvector n⟩
  rw [div_lt_iff₀ hd] at hn
  have hx : (Real.pi / ((n : ℝ) + 2)) ^ 2 < 2 - c := by
    rw [div_pow, div_lt_iff₀ (by positivity)]
    have hpos : (0 : ℝ) ≤ (n : ℝ) ^ 2 + 3 * n + 4 := by positivity
    nlinarith [mul_nonneg hd.le hpos]
  have hcos := Real.one_sub_sq_div_two_le_cos (x := Real.pi / ((n : ℝ) + 2))
  linarith

end

end BetheLatticeBound
```

```lean
#print axioms BetheLatticeBound.abs_eigenvalue_lt
#print axioms BetheLatticeBound.chain_sharp
```

```
'BetheLatticeBound.abs_eigenvalue_lt' depends on axioms: [propext, Classical.choice, Quot.sound]
'BetheLatticeBound.chain_sharp' depends on axioms: [propext, Classical.choice, Quot.sound]
```

## From bond sums to the contradiction

`sum_children` exchanges the order of two sums, turning a sum over sites and their children into a sum over bonds. It is used both for the energy and for counting how often a site is a parent.

`hop_mulVec` proves the neighbour equation. The matrix entry is defined by an "or": one site is the parent of the other, or the reverse. The proof splits it into two separate terms, which is correct because `hp` prevents two sites from being each other's parent. `hopping_energy` then multiplies by `ψ i` and sums.

In `bond_inequality`, `h1` separates the root from N, `h2` bounds the sum of squared parent amplitudes by KN, and `h4` expands the squares. After `hopping_energy` and `h4` have been substituted into the goal, the final `linear_combination` adds the inequality `h2` and K times `h1`, and uses `hs` to replace √K·√K by K.

`abs_eigenvalue_lt` treats both signs at once in `key`, assuming the opposite inequality through `by_contra`. The facts `h0` and `hsum` say that the root weight and S vanish, and `hz` passes from the vanishing sum to each of its terms. The walk outward from the root becomes a strong induction on the site number in `hall`: the parent has a smaller number, so its amplitude is already known to be zero. Applying `key` to 1 and −1 gives the absolute value.

For the chain, `chain_witness` checks the two tree conditions. In `chain_eigenvector`, `hA` and `hB` evaluate the left and right neighbour terms, including the ends, and the addition formulas for the sine combine them. `chain_sharp` chooses the length as above and uses the quadratic lower bound on the cosine.
